# Richardson weights for noise scales 1 to n+1 are signed binomials whose magnitudes sum to 2^(n+1) − 1

When a molecular energy is estimated on a noisy quantum processor by zero-noise extrapolation, one has to choose how many noise levels to measure and how to divide the shots among them. Richardson extrapolation passes a polynomial of degree at most \(n\) through the values at \(n+1\) levels. For noise amplified by the factors \(1,2,\dots,n+1\), and for independent measurements with the same single-shot variance at every level, the weights below settle the best division and its cost, which grows exponentially with the number of levels.

## From interpolation to the shot count

Let \(c_0,\dots,c_n\) be distinct noise scale factors, and let the expectation value be a polynomial \(p\) of degree at most \(n\) in the noise strength. Lagrange interpolation gives
\[
p(x)=\sum_{j=0}^n p(c_j)\prod_{m\ne j}\frac{x-c_m}{c_j-c_m}.
\]
At \(x=0\) this becomes
\[
p(0)=\sum_{j=0}^n\gamma_j\,p(c_j),\qquad \gamma_j=\prod_{m\neq j}\frac{c_m}{c_m-c_j}.
\]

Now set \(c_j=j+1\). The numerators multiply to \((n+1)!/(j+1)\). The denominators are \(m-j\): those with \(m<j\) give \((-1)^j j!\), and those with \(m>j\) give \((n-j)!\). Hence
\[
\gamma_j=(-1)^j\frac{(n+1)!}{(j+1)!\,(n-j)!}=(-1)^j\binom{n+1}{j+1}.
\]
The binomial coefficients of \(n+1\) sum to \(2^{n+1}\), and only the zeroth is missing here, so
\[
\Gamma:=\sum_{j=0}^n|\gamma_j|=2^{n+1}-1 .
\]

Let \(X_j\) be the average of \(N_j\) shots at level \(j\), with \(N_j\operatorname{Var}X_j=\sigma^2\) and \(\sigma\ge 0\). For independent \(X_j\), the extrapolated value \(E=\sum_j\gamma_jX_j\) has variance \(\sum_j\gamma_j^2\operatorname{Var}X_j\). By Cauchy–Schwarz,
\[
\Gamma^2\sigma^2=\Bigl(\sum_j\sqrt{N_j}\;|\gamma_j|\sqrt{\operatorname{Var}X_j}\Bigr)^2
\le\Bigl(\sum_jN_j\Bigr)\operatorname{Var}E .
\]
If \(N_j=K|\gamma_j|\) with a positive integer \(K\), then \(\sum_jN_j=K\Gamma\) and \(\operatorname{Var}E=\sum_j|\gamma_j|\sigma^2/K=\Gamma\sigma^2/K\). The product is \(\Gamma^2\sigma^2\), so the bound is attained.

An average of \(N\) shots at one level has \(N\operatorname{Var}=\sigma^2\). If \(\sigma>0\), extrapolation to the same variance therefore needs at least \(\Gamma^2\) times as many shots. For \(n=2\) the weights are \(3,-3,1\), and the factor is \(49\).

## Weights and exactness in Lean

```lean
import Mathlib

open Finset MeasureTheory ProbabilityTheory

namespace RichardsonErrorMitigation

noncomputable section
```

The scale factors are a real sequence `c`, of which the entries \(0\) to \(n\) are used. Erasing `j` from `range (n + 1)` leaves the product over \(m\ne j\).

```lean
/-- Richardson weight of the `j`-th of the noise scale factors `c 0, ..., c n`,
which are taken to be pairwise distinct. -/
def weight (c : ℕ → ℝ) (n j : ℕ) : ℝ :=
  ∏ m ∈ (range (n + 1)).erase j, c m / (c m - c j)

/-- The equally spaced noise scale factors `1, 2, 3, ...`. -/
def linearScale (j : ℕ) : ℝ := (j : ℝ) + 1
```

The next theorem holds for any distinct scale factors; `hc` expresses distinctness and `hp` bounds the degree. The proof evaluates Mathlib's Lagrange interpolant at zero and matches it to `weight` factor by factor. The polynomial dependence is a model of the noise: a device that departs from it generally leaves a bias, which is not estimated here.

```lean
/-- For distinct scale factors, Richardson extrapolation returns the exact zero-noise value
of an expectation value that is a polynomial of degree at most `n` in the noise strength. -/
theorem extrapolation_exact (c : ℕ → ℝ) (n : ℕ)
    (hc : Set.InjOn c (range (n + 1) : Finset ℕ))
    (p : Polynomial ℝ) (hp : p.natDegree ≤ n) :
    ∑ j ∈ range (n + 1), weight c n j * p.eval (c j) = p.eval 0 := by
  have hdeg : p.degree < ((range (n + 1)).card : WithBot ℕ) := by
    rw [Finset.card_range]
    exact lt_of_le_of_lt (Polynomial.degree_le_of_natDegree_le hp)
      (by exact_mod_cast Nat.lt_succ_self n)
  -- evaluate the Lagrange interpolant at zero noise
  have h := congrArg (Polynomial.eval 0) (Lagrange.eq_interpolate hc hdeg)
  rw [Lagrange.interpolate_apply, Polynomial.eval_finsetSum] at h
  rw [h]
  refine Finset.sum_congr rfl fun j _ => ?_
  rw [Polynomial.eval_mul, Polynomial.eval_C, mul_comm]
  congr 1
  unfold Lagrange.basis weight
  rw [Polynomial.eval_prod]
  refine Finset.prod_congr rfl fun m _ => ?_
  simp only [Lagrange.basisDivisor, Polynomial.eval_mul, Polynomial.eval_C,
    Polynomial.eval_sub, Polynomial.eval_X]
  rw [← neg_sub (c j) (c m), div_neg, div_eq_mul_inv]
  ring
```

## The binomial form by induction

Lean reaches the closed form by adding one noise level at a time. An earlier weight then gains a single factor.

```lean
/-- Adding one more noise level multiplies the weight of each earlier level by one factor. -/
theorem weight_succ (c : ℕ → ℝ) {n j : ℕ} (hj : j ≤ n) :
    weight c (n + 1) j = weight c n j * (c (n + 1) / (c (n + 1) - c j)) := by
  have hset : (range (n + 1 + 1)).erase j = insert (n + 1) ((range (n + 1)).erase j) := by
    ext m
    simp only [Finset.mem_erase, Finset.mem_insert, Finset.mem_range]
    omega
  unfold weight
  rw [hset, Finset.prod_insert (by simp), mul_comm]
```

The induction starts at \(n=j\), where the denominators are the numerators in reverse order with opposite signs. This is `hden`, and it leaves \((-1)^j\).

```lean
/-- For the scale factors `1, ..., j + 1`, the noisiest level has weight `(-1)^j`. -/
theorem weight_last (j : ℕ) : weight linearScale j j = (-1) ^ j := by
  have hset : (range (j + 1)).erase j = range j := by
    ext m
    simp only [Finset.mem_erase, Finset.mem_range]
    omega
  -- the denominators are the numerators in reverse order, with opposite sign
  have hden : ∀ k : ℕ, ∏ m ∈ range k, (linearScale m - linearScale k)
      = (-1) ^ k * ∏ m ∈ range k, linearScale m := by
    intro k
    induction k with
    | zero => simp
    | succ k ih =>
      have h : ∀ m : ℕ, linearScale (m + 1) - linearScale (k + 1)
          = linearScale m - linearScale k := by
        intro m
        simp [linearScale]
      have h0 : linearScale 0 - linearScale (k + 1) = -linearScale k := by
        simp only [linearScale]
        push_cast
        ring
      rw [Finset.prod_range_succ', Finset.prod_range_succ]
      simp only [h, h0]
      rw [ih]
      ring
  have hP : ∏ m ∈ range j, linearScale m ≠ 0 := by
    refine Finset.prod_ne_zero_iff.mpr fun m _ => ?_
    unfold linearScale
    positivity
  have hs : (-1 : ℝ) ^ j * (-1) ^ j = 1 := by
    rw [← mul_pow]
    norm_num
  unfold weight
  rw [hset, Finset.prod_div_distrib, hden,
    div_eq_iff (mul_ne_zero (pow_ne_zero _ (by norm_num)) hP)]
  linear_combination (-∏ m ∈ range j, linearScale m) * hs
```

The induction step is the identity
\[
\binom{n+1}{j+1}\frac{n+2}{n+1-j}=\binom{n+2}{j+1},
\]
which the code writes with \(n=j+d\) and without division.

```lean
/-- For the scale factors `1, ..., n + 1`, the Richardson weights are binomial coefficients
with alternating signs. -/
theorem weight_linear {n j : ℕ} (hj : j ≤ n) :
    weight linearScale n j = (-1) ^ j * ((n + 1).choose (j + 1) : ℝ) := by
  induction n, hj using Nat.le_induction with
  | base => rw [weight_last]; simp
  | succ n hn ih =>
    rw [weight_succ _ hn, ih]
    obtain ⟨d, rfl⟩ := Nat.exists_eq_add_of_le hn
    have h := Nat.choose_mul_succ_eq (j + d + 1) (j + 1)
    have e : j + d + 1 + 1 - (j + 1) = d + 1 := by omega
    rw [e] at h
    have h' : ((j + d + 1).choose (j + 1) : ℝ) * ((j : ℝ) + d + 1 + 1)
        = ((j + d + 1 + 1).choose (j + 1) : ℝ) * ((d : ℝ) + 1) := by
      exact_mod_cast h
    have h2 : linearScale (j + d + 1) = (j : ℝ) + d + 1 + 1 := by simp [linearScale]
    have h3 : linearScale (j + d + 1) - linearScale j = (d : ℝ) + 1 := by
      rw [h2, linearScale]
      ring
    rw [h3, h2, ← mul_div_assoc, div_eq_iff (by positivity)]
    linear_combination (-1 : ℝ) ^ j * h'
```

Splitting off the zeroth binomial coefficient gives the sum, and taking absolute values removes the signs.

```lean
/-- The binomial coefficients of `n + 1`, without the zeroth, add up to `2^(n+1) - 1`. -/
theorem sum_choose (n : ℕ) :
    ∑ j ∈ range (n + 1), ((n + 1).choose (j + 1) : ℝ) = 2 ^ (n + 1) - 1 := by
  have h := Nat.sum_range_choose (n + 1)
  rw [Finset.sum_range_succ', Nat.choose_zero_right] at h
  have h' : ∑ j ∈ range (n + 1), ((n + 1).choose (j + 1) : ℝ) + 1 = 2 ^ (n + 1) := by
    exact_mod_cast h
  linarith

/-- For the scale factors `1, ..., n + 1`, the absolute values of the Richardson weights
add up to `2^(n+1) - 1`. -/
theorem sum_abs_weight (n : ℕ) :
    ∑ j ∈ range (n + 1), |weight linearScale n j| = 2 ^ (n + 1) - 1 := by
  rw [← sum_choose]
  refine Finset.sum_congr rfl fun j hj => ?_
  rw [weight_linear (Nat.lt_succ_iff.mp (Finset.mem_range.mp hj)), abs_mul, abs_pow]
  simp
```

## Variance and the division of shots

The measured values are functions `X j` on a space `Ω` with measure `μ`, which is a probability measure in the physical reading. `MemLp (X j) 2 μ` says that the second moment is finite, and `hind` asks only for pairwise independence.

```lean
variable {Ω : Type*} [MeasurableSpace Ω] (μ : Measure Ω)

/-- The variance of a weighted sum of pairwise independent, square-integrable measured values
is the sum of their variances times the squared weights. -/
theorem variance_weighted_sum (s : Finset ℕ) (g : ℕ → ℝ) (X : ℕ → Ω → ℝ)
    (hX : ∀ j ∈ s, MemLp (X j) 2 μ)
    (hind : (s : Set ℕ).Pairwise fun i j => IndepFun (X i) (X j) μ) :
    variance (fun ω => ∑ j ∈ s, g j * X j ω) μ = ∑ j ∈ s, g j ^ 2 * variance (X j) μ := by
  have e : (fun ω => ∑ j ∈ s, g j * X j ω) = ∑ j ∈ s, g j • X j := by
    ext ω
    simp [Finset.sum_apply]
  have h : variance (∑ j ∈ s, g j • X j) μ = ∑ j ∈ s, variance (g j • X j) μ :=
    IndepFun.variance_sum (fun j hj => (hX j hj).const_smul (g j))
      (fun i hi j hj hij => (hind hi hj hij).comp
        (measurable_const_mul (g i)) (measurable_const_mul (g j)))
  rw [e, h]
  exact Finset.sum_congr rfl fun j _ => variance_smul _ _ _
```

In the lower bound, `hvar` states \(N_j\operatorname{Var}X_j=\sigma^2\). It stands for averaging independent shots whose single-shot variance doesn't depend on the noise level, an idealisation, since amplified noise generally changes the spread of outcomes. The Cauchy–Schwarz lemma is applied to the terms \(|\gamma_j|\sigma\), whose squares equal \(N_j\) times \(\gamma_j^2\operatorname{Var}X_j\).

```lean
/-- Let the values at noise levels `1, ..., n + 1` be pairwise independent and square-integrable,
each with variance times its shot number `N j` equal to `σ²`. Then the total number of shots times
the variance of the extrapolated value is at least `(2^(n+1) - 1)² σ²`. -/
theorem sampling_overhead (n : ℕ) (X : ℕ → Ω → ℝ) (N : ℕ → ℕ) (σ : ℝ)
    (hX : ∀ j ∈ range (n + 1), MemLp (X j) 2 μ)
    (hind : ((range (n + 1) : Finset ℕ) : Set ℕ).Pairwise fun i j => IndepFun (X i) (X j) μ)
    (hvar : ∀ j ∈ range (n + 1), (N j : ℝ) * variance (X j) μ = σ ^ 2) :
    (2 ^ (n + 1) - 1) ^ 2 * σ ^ 2 ≤ (∑ j ∈ range (n + 1), (N j : ℝ)) *
      variance (fun ω => ∑ j ∈ range (n + 1), weight linearScale n j * X j ω) μ := by
  rw [variance_weighted_sum μ _ _ X hX hind, ← mul_pow, ← sum_abs_weight, Finset.sum_mul]
  -- Cauchy-Schwarz between shot numbers and variance contributions
  refine Finset.sum_sq_le_sum_mul_sum_of_sq_le_mul _ (fun j _ => Nat.cast_nonneg _)
    (fun j _ => mul_nonneg (sq_nonneg _) (variance_nonneg _ _)) (fun j hj => ?_)
  rw [mul_pow, sq_abs, ← hvar j hj]
  exact le_of_eq (by ring)
```

For the optimal division, `hN` fixes the shot numbers. The proof computes the total as `hT` and \(K\) times the variance as `hV`, then combines them.

```lean
/-- Let the values at noise levels `1, ..., n + 1` be pairwise independent and square-integrable,
each with variance times its shot number `N j` equal to `σ²`. If `N j` is `K` times the binomial
coefficient `(n+1).choose (j+1)`, then the total number of shots times the variance of the
extrapolated value equals `(2^(n+1) - 1)² σ²`. -/
theorem sampling_overhead_attained (n K : ℕ) (X : ℕ → Ω → ℝ) (N : ℕ → ℕ) (σ : ℝ)
    (hX : ∀ j ∈ range (n + 1), MemLp (X j) 2 μ)
    (hind : ((range (n + 1) : Finset ℕ) : Set ℕ).Pairwise fun i j => IndepFun (X i) (X j) μ)
    (hvar : ∀ j ∈ range (n + 1), (N j : ℝ) * variance (X j) μ = σ ^ 2)
    (hN : ∀ j ∈ range (n + 1), N j = K * (n + 1).choose (j + 1)) :
    (∑ j ∈ range (n + 1), (N j : ℝ)) *
      variance (fun ω => ∑ j ∈ range (n + 1), weight linearScale n j * X j ω) μ
      = (2 ^ (n + 1) - 1) ^ 2 * σ ^ 2 := by
  rw [variance_weighted_sum μ _ _ X hX hind]
  have hT : ∑ j ∈ range (n + 1), (N j : ℝ) = K * (2 ^ (n + 1) - 1) := by
    rw [← sum_choose, Finset.mul_sum]
    exact Finset.sum_congr rfl fun j hj => by rw [hN j hj, Nat.cast_mul]
  have hV : (K : ℝ) * ∑ j ∈ range (n + 1), weight linearScale n j ^ 2 * variance (X j) μ
      = (2 ^ (n + 1) - 1) * σ ^ 2 := by
    rw [← sum_choose, Finset.mul_sum, Finset.sum_mul]
    refine Finset.sum_congr rfl fun j hj => ?_
    have hw : weight linearScale n j ^ 2 = ((n + 1).choose (j + 1) : ℝ) ^ 2 := by
      rw [weight_linear (Nat.lt_succ_iff.mp (Finset.mem_range.mp hj)), mul_pow,
        ← pow_mul, mul_comm j 2, pow_mul]
      norm_num
    have hv := hvar j hj
    rw [hN j hj, Nat.cast_mul] at hv
    rw [hw]
    linear_combination ((n + 1).choose (j + 1) : ℝ) * hv
  rw [hT]
  linear_combination ((2 : ℝ) ^ (n + 1) - 1) * hV

end

end RichardsonErrorMitigation
```

```lean
#print axioms RichardsonErrorMitigation.extrapolation_exact
-- 'RichardsonErrorMitigation.extrapolation_exact' depends on axioms: [propext, Classical.choice, Quot.sound]
#print axioms RichardsonErrorMitigation.sum_abs_weight
-- 'RichardsonErrorMitigation.sum_abs_weight' depends on axioms: [propext, Classical.choice, Quot.sound]
#print axioms RichardsonErrorMitigation.sampling_overhead
-- 'RichardsonErrorMitigation.sampling_overhead' depends on axioms: [propext, Classical.choice, Quot.sound]
#print axioms RichardsonErrorMitigation.sampling_overhead_attained
-- 'RichardsonErrorMitigation.sampling_overhead_attained' depends on axioms: [propext, Classical.choice, Quot.sound]
```
